# An unhybridised thermal shell with repulsion U > 0 at the fully-localised-limit potential has a mean occupation between its integer target and half filling

Q: You detach the correlated shell from all other orbitals, give it an energy that depends only on its electron number $n$, and put into the potential an integer $N$ fixed in advance. In a solid the shell hybridises and its occupation is rarely an integer. What physics is left?

A: The atomic limit. The shell has $M$ degenerate spin orbitals, with $M=2d$ for $d$ spatial orbitals, and exchanges electrons with a reservoir at inverse temperature $\beta=1/k_BT$. Hund's exchange, crystal fields and hybridisation are absent. The integer $N$ is the nominal occupation for which the fully-localised-limit (FLL) potential is built. The question is whether the shell then holds $N$ electrons on average.

```lean
import Mathlib

open Finset

namespace FLLFiniteTemperature

noncomputable section
```

Q: Which energy and which potential?

A: The energy is $E(n)=\tfrac U2 n(n-1)$, a repulsion $U$ for each pair of electrons.

```lean
/-- Interaction energy `(U/2) n (n - 1)` of `n` electrons in a correlated shell. -/
def energy (U : ℝ) (n : ℕ) : ℝ := U / 2 * n * (n - 1)
```

The derivative of $E$ at $n=N$ is $U(N-\tfrac12)$, the FLL potential. It serves here as the chemical potential $\mu$.

```lean
/-- The fully-localised-limit potential `U (N - 1/2)` for target occupation `N`. -/
def fllPotential (U : ℝ) (N : ℕ) : ℝ := U * (N - 1 / 2)
```

Q: And the thermal average is the usual one?

A: Yes. There are $\binom Mn$ ways to place $n$ electrons, so the weight is $\binom Mn e^{-\beta(E(n)-\mu n)}$. `meanNumber` is the normalised average of $n$ over $0,\dots,M$; I write it $\langle n\rangle_N$ when $\mu=U(N-\tfrac12)$.

```lean
/-- Grand-canonical weight of `n` electrons in `M` degenerate spin orbitals. -/
def weight (M : ℕ) (β U μ : ℝ) (n : ℕ) : ℝ :=
  (M.choose n : ℝ) * Real.exp (-β * (energy U n - μ * n))

/-- Grand-canonical mean electron number of the shell. -/
def meanNumber (M : ℕ) (β U μ : ℝ) : ℝ :=
  (∑ n ∈ range (M + 1), (n : ℝ) * weight M β U μ n) / ∑ n ∈ range (M + 1), weight M β U μ n
```

Q: Why should that average miss $N$? The potential was built for $N$.

A: Complete the square. With $a=\beta U/2$,

$$-\beta\left[\tfrac U2n(n-1)-U(N-\tfrac12)n\right]=-a(n^2-2Nn)=aN^2-a(n-N)^2 .$$

The factor $e^{aN^2}$ cancels in the average, which leaves $w_n=\binom Mn e^{-a(n-N)^2}$. The Gaussian is symmetric about $N$, but the degeneracy is symmetric about $M/2$.

```lean
/-- Binomial degeneracy times a Gaussian centred at the occupation `N`. -/
def centredWeight (M : ℕ) (a : ℝ) (N n : ℕ) : ℝ :=
  (M.choose n : ℝ) * Real.exp (-a * ((n : ℝ) - N) ^ 2)

/-- At the FLL potential the grand-canonical weight is, up to a factor independent of `n`,
the degeneracy times a Gaussian centred at `N`. -/
theorem weight_fll (M : ℕ) (β U : ℝ) (N n : ℕ) :
    weight M β U (fllPotential U N) n =
      Real.exp (β * U / 2 * (N : ℝ) ^ 2) * centredWeight M (β * U / 2) N n := by
  have h : -β * (energy U n - fllPotential U N * n) =
      β * U / 2 * (N : ℝ) ^ 2 + -(β * U / 2) * ((n : ℝ) - N) ^ 2 := by
    unfold energy fllPotential
    ring
  unfold weight centredWeight
  rw [h, Real.exp_add]
  ring
```

The next lemmas show that each weight and their sum $Z=\sum_n w_n$ are positive, and carry out the cancellation.

```lean
lemma centredWeight_pos {M n : ℕ} (a : ℝ) (N : ℕ) (hn : n ≤ M) :
    0 < centredWeight M a N n :=
  mul_pos (by exact_mod_cast Nat.choose_pos hn) (Real.exp_pos _)

lemma partition_pos (M : ℕ) (a : ℝ) (N : ℕ) :
    0 < ∑ n ∈ range (M + 1), centredWeight M a N n :=
  Finset.sum_pos (fun n hn => centredWeight_pos a N (by have := mem_range.mp hn; omega))
    ⟨0, mem_range.mpr (by omega)⟩

lemma meanNumber_fll (M : ℕ) (β U : ℝ) (N : ℕ) :
    meanNumber M β U (fllPotential U N) =
      (∑ n ∈ range (M + 1), (n : ℝ) * centredWeight M (β * U / 2) N n) /
        ∑ n ∈ range (M + 1), centredWeight M (β * U / 2) N n := by
  unfold meanNumber
  simp only [weight_fll, mul_left_comm _ (Real.exp (β * U / 2 * (N : ℝ) ^ 2)) _]
  rw [← Finset.mul_sum, ← Finset.mul_sum, mul_div_mul_left _ _ (Real.exp_ne_zero _)]
```

Q: Two competing centres suggest a compromise, but they don't prove one.

A: Pairing does. Reversing the order of a finite sum gives $2\sum_{n=0}^m f(n)=\sum_{n=0}^m[f(n)+f(m-n)]$, so it is enough to know the sign of each pair.

```lean
lemma two_mul_sum_pair (f : ℕ → ℝ) (m : ℕ) :
    2 * ∑ n ∈ range (m + 1), f n = ∑ n ∈ range (m + 1), (f n + f (m - n)) := by
  rw [Finset.sum_add_distrib, Finset.sum_flip f]
  ring
```

We also need to compare degeneracies: if $j\le i$ and $i+j\le M$, then $\binom Mj\le\binom Mi$. Binomials do not decrease up to $M/2$, which settles $i\le M/2$ by induction. If $i$ lies beyond the middle, replace it by $M-i$, which has the same binomial and is still at least $j$.

```lean
/-- Of two occupations `j ≤ i` with `i + j ≤ M`, the larger one has at least the degeneracy
of the smaller one. -/
theorem degeneracy_le {M i j : ℕ} (hji : j ≤ i) (h : i + j ≤ M) :
    M.choose j ≤ M.choose i := by
  have mono : ∀ k, j ≤ k → 2 * k ≤ M → M.choose j ≤ M.choose k := by
    intro k hk
    induction k, hk using Nat.le_induction with
    | base => intro _; exact le_rfl
    | succ k hk ih =>
      intro h2
      exact (ih (by omega)).trans (Nat.choose_le_succ_of_lt_half_left (by omega))
  by_cases hi : 2 * i ≤ M
  · exact mono i hji hi
  · rw [← Nat.choose_symm (show i ≤ M by omega)]
    exact mono (M - i) (by omega) (by omega)
```

Q: Take a target below half filling, then. Why is the mean above $N$?

A: Because $Z(\langle n\rangle_N-N)=\sum_n(n-N)w_n$ is positive. For $0\le j\le 2N$, put $k=2N-j$. Both occupations have the same Gaussian factor, and their terms add up to

$$(j-N)\left[\binom Mj-\binom Mk\right]e^{-a(j-N)^2}\ \ge 0,$$

since $j+k=2N<M$ and the larger of the two has at least the degeneracy of the smaller. The occupations $n=2N+1,\dots,M$ have no partner. There is at least one of them, and each contributes a positive term. For $N=0$ the paired part is the single term $n=0$, which vanishes.

The Lean proof splits the sum at $2N+1$ in the same way, and `le_total j k` decides which partner is larger. No sign of $a$ is assumed here.

```lean
/-- Below half filling the weighted sum of the deviations `n - N` is positive. -/
theorem excess_pos (a : ℝ) {M N : ℕ} (h : 2 * N < M) :
    0 < ∑ n ∈ range (M + 1), ((n : ℝ) - N) * centredWeight M a N n := by
  rw [← Finset.sum_range_add_sum_Ico _ (show 2 * N + 1 ≤ M + 1 by omega)]
  apply add_pos_of_nonneg_of_pos
  · -- pair the occupations `j` and `2N - j`, which carry the same Gaussian factor
    have hs : 0 ≤ 2 * ∑ n ∈ range (2 * N + 1), ((n : ℝ) - N) * centredWeight M a N n := by
      rw [two_mul_sum_pair (fun n : ℕ => ((n : ℝ) - N) * centredWeight M a N n)]
      refine Finset.sum_nonneg fun j hj => ?_
      have hj' := mem_range.mp hj
      obtain ⟨k, hk⟩ : ∃ k, 2 * N - j = k := ⟨_, rfl⟩
      have hkj : k + j = 2 * N := by omega
      have hkr : (k : ℝ) + j = 2 * N := by exact_mod_cast hkj
      have hk' : (k : ℝ) = 2 * N - j := by linarith
      have e : ((j : ℝ) - N) * centredWeight M a N j + ((k : ℝ) - N) * centredWeight M a N k =
          ((j : ℝ) - N) * ((M.choose j : ℝ) - M.choose k) *
            Real.exp (-a * ((j : ℝ) - N) ^ 2) := by
        have hx : -a * ((k : ℝ) - N) ^ 2 = -a * ((j : ℝ) - N) ^ 2 := by rw [hk']; ring
        unfold centredWeight
        rw [hx, hk']
        ring
      simp only [hk]
      rw [e]
      refine mul_nonneg ?_ (Real.exp_pos _).le
      rcases le_total j k with h1 | h1
      · have hc : (M.choose j : ℝ) ≤ M.choose k := by
          exact_mod_cast degeneracy_le h1 (by omega)
        have h2 : (j : ℝ) ≤ k := by exact_mod_cast h1
        nlinarith [mul_nonneg (show (0 : ℝ) ≤ N - j by linarith) (sub_nonneg.mpr hc)]
      · have hc : (M.choose k : ℝ) ≤ M.choose j := by
          exact_mod_cast degeneracy_le h1 (by omega)
        have h2 : (k : ℝ) ≤ j := by exact_mod_cast h1
        exact mul_nonneg (by linarith) (by linarith)
    linarith
  · -- the occupations above `2N` have no partner and lie above `N`
    refine Finset.sum_pos (fun n hn => ?_) ⟨2 * N + 1, Finset.mem_Ico.mpr (by omega)⟩
    have hn' := Finset.mem_Ico.mp hn
    have h1 : (N : ℝ) < n := by exact_mod_cast (show N < n by omega)
    exact mul_pos (by linarith) (centredWeight_pos a N (by omega))
```

Q: So repulsion matters only for the other bound?

A: Yes, for $\langle n\rangle_N<M/2$. Now pair $j$ with $M-j$, which have equal degeneracy. In $Z(M-2\langle n\rangle_N)=\sum_n(M-2n)w_n$ such a pair gives

$$\binom Mj(M-2j)\left[e^{-a(j-N)^2}-e^{-a(M-j-N)^2}\right].$$

The squares differ by $(M-j-N)^2-(j-N)^2=(M-2j)(M-2N)$. With $a>0$ and $2N<M$, the bracket therefore has the sign of $M-2j$, and the product is never negative. At $j=0$ it is strictly positive. In Lean, `key` is the pair formula. `nlinarith` compares the exponents and, in the case $M-2j\le 0$, also derives the sign of the product.

```lean
/-- For `a > 0` and a target below half filling, the weighted sum of `M - 2n` is positive. -/
theorem half_filling_deficit_pos {a : ℝ} (ha : 0 < a) {M N : ℕ} (h : 2 * N < M) :
    0 < ∑ n ∈ range (M + 1), ((M : ℝ) - 2 * n) * centredWeight M a N n := by
  have hMN : (0 : ℝ) < M - 2 * N := by
    have : (2 : ℝ) * N < M := by exact_mod_cast h
    linarith
  -- pair the occupations `j` and `M - j`, which have the same degeneracy
  have key : ∀ j ≤ M, ((M : ℝ) - 2 * j) * centredWeight M a N j +
      ((M : ℝ) - 2 * (M - j : ℕ)) * centredWeight M a N (M - j) =
      (M.choose j : ℝ) * (((M : ℝ) - 2 * j) * (Real.exp (-a * ((j : ℝ) - N) ^ 2) -
        Real.exp (-a * ((M : ℝ) - j - N) ^ 2))) := by
    intro j hj
    unfold centredWeight
    rw [Nat.choose_symm hj, Nat.cast_sub hj]
    ring
  have hs : 0 < 2 * ∑ n ∈ range (M + 1), ((M : ℝ) - 2 * n) * centredWeight M a N n := by
    rw [two_mul_sum_pair (fun n : ℕ => ((M : ℝ) - 2 * n) * centredWeight M a N n)]
    refine Finset.sum_pos' (fun j hj => ?_) ⟨0, mem_range.mpr (by omega), ?_⟩
    · have hj' := mem_range.mp hj
      rw [key j (by omega)]
      refine mul_nonneg (Nat.cast_nonneg _) ?_
      rcases le_total 0 ((M : ℝ) - 2 * j) with ht | ht
      · refine mul_nonneg ht (sub_nonneg.mpr (Real.exp_le_exp.mpr ?_))
        nlinarith [mul_nonneg (mul_nonneg ha.le ht) hMN.le]
      · have hE : Real.exp (-a * ((j : ℝ) - N) ^ 2) ≤
            Real.exp (-a * ((M : ℝ) - j - N) ^ 2) := by
          refine Real.exp_le_exp.mpr ?_
          nlinarith [mul_nonneg (mul_nonneg ha.le (neg_nonneg.mpr ht)) hMN.le]
        nlinarith [mul_nonneg (neg_nonneg.mpr ht) (sub_nonneg.mpr hE)]
    · rw [key 0 (Nat.zero_le _)]
      have hM : (0 : ℝ) < M := by exact_mod_cast (show 0 < M by omega)
      refine mul_pos (by simp) (mul_pos (by simpa using hM)
        (sub_pos.mpr (Real.exp_lt_exp.mpr ?_)))
      push_cast
      nlinarith [mul_pos (mul_pos ha hM) hMN]
  linarith
```

Q: Must all of this be repeated above half filling?

A: No, count holes. Under $n\to M-n$ the weights for target $N$ become those for target $M-N$, so $\langle n\rangle_{M-N}=M-\langle n\rangle_N$. The hypothesis `N ≤ M` makes the natural-number difference `M - N` the true hole number.

```lean
/-- Particle-hole symmetry: replacing the target `N` by `M - N` in the FLL potential replaces
the mean electron number by `M` minus its value. -/
theorem meanNumber_particle_hole (β U : ℝ) {M N : ℕ} (hN : N ≤ M) :
    meanNumber M β U (fllPotential U (M - N)) =
      M - meanNumber M β U (fllPotential U N) := by
  rw [meanNumber_fll, meanNumber_fll]
  generalize β * U / 2 = a
  have hc : ∀ n ≤ M, centredWeight M a (M - N) n = centredWeight M a N (M - n) := by
    intro n hn
    have hx : -a * ((n : ℝ) - (M - N)) ^ 2 = -a * ((M : ℝ) - n - N) ^ 2 := by ring
    unfold centredWeight
    rw [Nat.choose_symm hn, Nat.cast_sub hn, Nat.cast_sub hN, hx]
  have hZ : ∑ n ∈ range (M + 1), centredWeight M a (M - N) n =
      ∑ n ∈ range (M + 1), centredWeight M a N n :=
    (Finset.sum_congr rfl fun n hn => hc n (by have := mem_range.mp hn; omega)).trans
      (Finset.sum_flip (fun n => centredWeight M a N n))
  have hS : ∑ n ∈ range (M + 1), (n : ℝ) * centredWeight M a (M - N) n =
      ∑ n ∈ range (M + 1), ((M : ℝ) - n) * centredWeight M a N n := by
    rw [← Finset.sum_flip (fun n : ℕ => ((M : ℝ) - n) * centredWeight M a N n)]
    refine Finset.sum_congr rfl fun n hn => ?_
    have hn' : n ≤ M := by have := mem_range.mp hn; omega
    rw [hc n hn', Nat.cast_sub hn']
    ring
  rw [hZ, hS]
  simp only [sub_mul, Finset.sum_sub_distrib, ← Finset.mul_sum]
  rw [sub_div, mul_div_cancel_right₀ _ (partition_pos M a N).ne']
```

The two sums, divided by $Z$, give the result below half filling.

```lean
/-- For `β, U > 0` and a target `N` below half filling, the mean electron number at the FLL
potential lies strictly between `N` and half filling. -/
theorem meanNumber_below_half {β U : ℝ} (hβ : 0 < β) (hU : 0 < U) {M N : ℕ}
    (h : 2 * N < M) :
    (N : ℝ) < meanNumber M β U (fllPotential U N) ∧
      meanNumber M β U (fllPotential U N) < M / 2 := by
  have ha : 0 < β * U / 2 := by positivity
  have h1 := excess_pos (β * U / 2) h
  have h2 := half_filling_deficit_pos ha h
  have hZ := partition_pos M (β * U / 2) N
  simp only [sub_mul, mul_assoc, Finset.sum_sub_distrib, ← Finset.mul_sum] at h1 h2
  rw [meanNumber_fll, lt_div_iff₀ hZ, div_lt_iff₀ hZ]
  constructor <;> linarith
```

Q: Now read me the full statement.

A: Let $\beta,U>0$ and let $N$ be an integer with $0\le N\le M$.

- If $2N<M$, then $N<\langle n\rangle_N<M/2$.
- If $2N=M$, then $\langle n\rangle_N=N$.
- If $2N>M$, then $M/2<\langle n\rangle_N<N$.

For $M=2d$ the cases are $N<d$, $N=d$ and $N>d$; odd $M$ is included. At half filling the hole map returns the same target, so $\langle n\rangle_N=M-\langle n\rangle_N$. The third case is the first one applied to $M-N$.

```lean
/-- For `β, U > 0` and `N ≤ M`, the mean electron number at the FLL potential for target `N` lies
strictly between `N` and half filling `M/2` when these differ, and equals `N` when they coincide. -/
theorem fll_mean_pulled_to_half_filling {β U : ℝ} (hβ : 0 < β) (hU : 0 < U) {M N : ℕ}
    (hN : N ≤ M) :
    (2 * N < M → (N : ℝ) < meanNumber M β U (fllPotential U N) ∧
      meanNumber M β U (fllPotential U N) < M / 2) ∧
    (2 * N = M → meanNumber M β U (fllPotential U N) = N) ∧
    (M < 2 * N → (M : ℝ) / 2 < meanNumber M β U (fllPotential U N) ∧
      meanNumber M β U (fllPotential U N) < N) := by
  have ph := meanNumber_particle_hole β U hN
  refine ⟨meanNumber_below_half hβ hU, fun h => ?_, fun h => ?_⟩
  · -- at half filling the particle-hole map fixes the target
    rw [show M - N = N by omega] at ph
    have hr : (2 : ℝ) * N = M := by exact_mod_cast h
    linarith
  · -- above half filling, count holes instead of electrons
    have hb := meanNumber_below_half hβ hU (show 2 * (M - N) < M by omega)
    rw [ph, Nat.cast_sub hN] at hb
    constructor <;> linarith [hb.1, hb.2]
```

The inequalities in the first and third cases are strict, so the target is reproduced exactly only at half filling.

```lean
/-- For `β, U > 0` and `N ≤ M`, the FLL potential reproduces its target occupation `N` if and only
if the shell is half filled, `2N = M`. -/
theorem fll_exact_iff_half_filling {β U : ℝ} (hβ : 0 < β) (hU : 0 < U) {M N : ℕ}
    (hN : N ≤ M) :
    meanNumber M β U (fllPotential U N) = N ↔ 2 * N = M := by
  obtain ⟨h1, h2, h3⟩ := fll_mean_pulled_to_half_filling hβ hU hN
  refine ⟨fun h => ?_, h2⟩
  rcases lt_trichotomy (2 * N) M with hlt | heq | hgt
  · exact absurd h (h1 hlt).1.ne'
  · exact heq
  · exact absurd h (h3 hgt).2.ne

end

end FLLFiniteTemperature
```

```lean
#print axioms FLLFiniteTemperature.fll_mean_pulled_to_half_filling
#print axioms FLLFiniteTemperature.fll_exact_iff_half_filling
```

```
'FLLFiniteTemperature.fll_mean_pulled_to_half_filling' depends on axioms: [propext, Classical.choice, Quot.sound]
'FLLFiniteTemperature.fll_exact_iff_half_filling' depends on axioms: [propext, Classical.choice, Quot.sound]
```

Q: Where would I meet this in a calculation?

A: One double-counting scheme in DFT+DMFT subtracts the FLL potential at a fixed nominal $N$ from the correlated levels of the impurity problem. That potential usually includes a Hund's-exchange term; without it, the shift is $U(N-\tfrac12)$. Switch off hybridisation, level splittings and Hund's exchange, and put the unshifted level at the chemical potential. The solver should then return $\langle n\rangle_N$. Away from half filling this differs from $N$ in the direction of $M/2$, but for $k_BT\ll U$ the difference is only of order $e^{-\beta U/2}$, because adding or removing one electron costs $U/2$. So compare the solver with the value of $\langle n\rangle_N$, not just with the direction of the deviation. To compute that value, average $n$ with the centred weights $w_n$: their exponents are never positive, so the exponentials cannot overflow.

Q: And if the code updates $N$ from the computed occupation?

A: Then the target is generally fractional and depends on the average itself. The theorem concerns a fixed integer target and says nothing about that self-consistent loop.
